# In an orthonormal truncated basis, an eigenvector with eigenvalue θ gives H − a the normalised expectation value θ − a

A finite matrix H, not assumed Hermitian, is truncated to V†HV, where the columns of V are orthonormal. If c satisfies V†HVc = θc with θ real, the lemma states that the lifted vector y = Vc satisfies y†(H − a)y = (θ − a)c†c for every real a. The vector c need not be normalised; when it is nonzero, dividing by y†y = c†c gives the normalised expectation value θ − a. The attempt first proves, as `hT`, that compressing H − a with V gives V†HV − a, then moves all the matrices onto c and applies the eigenvalue equation.

This version doesn't compile in Lean 4 with Mathlib:

```lean
import Mathlib

open Matrix
open scoped ComplexOrder

namespace BasisSetTruncation

variable {n m : Type*} [Fintype n] [DecidableEq n] [Fintype m] [DecidableEq m]

/-- The Hamiltonian matrix `V† H V` in the basis formed by the columns of `V`. -/
def truncate (V : Matrix n m ℂ) (H : Matrix n n ℂ) : Matrix m m ℂ := Vᴴ * H * V

/-- If the columns of `V` are orthonormal and `c` solves the truncated eigenvalue equation with
eigenvalue `θ`, then `y† (H - a) y` at `y = V c` is `θ - a` times the squared norm of `c`. -/
theorem lifted_expectation {H : Matrix n n ℂ} {V : Matrix n m ℂ} (hV : Vᴴ * V = 1)
    {c : m → ℂ} {θ : ℝ} (hc : truncate V H *ᵥ c = (θ : ℂ) • c) (a : ℝ) :
    star (V *ᵥ c) ⬝ᵥ ((H - (a : ℂ) • (1 : Matrix n n ℂ)) *ᵥ (V *ᵥ c)) =
      ((θ - a : ℝ) : ℂ) * (star c ⬝ᵥ c) := by
  -- orthonormality turns the shift of `H` into the same shift of `V† H V`
  have hT : Vᴴ * ((H - (a : ℂ) • (1 : Matrix n n ℂ)) * V) =
      truncate V H - (a : ℂ) • (1 : Matrix m m ℂ) := by
    rw [Matrix.sub_mul, Matrix.smul_mul, Matrix.one_mul, Matrix.mul_sub, Matrix.mul_smul, hV,
      truncate, Matrix.mul_assoc]
  rw [Matrix.star_mulVec, ← Matrix.dotProduct_mulVec, Matrix.mulVec_mulVec,
    Matrix.mulVec_mulVec, hT, Matrix.sub_mulVec, Matrix.smul_mulVec, Matrix.one_mulVec, hc,
    ← sub_smul, dotProduct_smul, smul_eq_mul, Complex.ofReal_sub]

end BasisSetTruncation
```

The compiler's answer:

```
Main.lean:25:26: error: Tactic `rewrite` failed: Did not find an occurrence of the pattern
  Vᴴ * ((H - ↑a • 1) * V)
in the target expression
  star c ⬝ᵥ (Vᴴ * (H - ↑a • 1) * V) *ᵥ c = ↑(θ - a) * star c ⬝ᵥ c

n : Type u_1
m : Type u_2
inst✝³ : Fintype n
inst✝² : DecidableEq n
inst✝¹ : Fintype m
inst✝ : DecidableEq m
H : Matrix n n ℂ
V : Matrix n m ℂ
hV : Vᴴ * V = 1
c : m → ℂ
θ : ℝ
hc : truncate V H *ᵥ c = ↑θ • c
a : ℝ
hT : Vᴴ * ((H - ↑a • 1) * V) = truncate V H - ↑a • 1
⊢ star c ⬝ᵥ (Vᴴ * (H - ↑a • 1) * V) *ᵥ c = ↑(θ - a) * star c ⬝ᵥ c
```

Cause. The error says that `rw` cannot find the left side of `hT` in the goal. The two uses of `Matrix.mulVec_mulVec` combine the matrices from the left, giving `Vᴴ * (H - ↑a • 1) * V`, which means `(Vᴴ * (H - ↑a • 1)) * V`. But `hT` is stated for `Vᴴ * ((H - ↑a • 1) * V)`. The products are equal by associativity, but `rw` looks for the pattern as bracketed and does not regroup it.

The repair states `hT` with the goal's bracketing, so the rewrite finds its target. The proof of `hT` has to change too: its old first step, `Matrix.sub_mul`, needs a difference as the left factor of a product, and the new expression has none until `Matrix.mul_sub` has distributed `Vᴴ`. `Matrix.mul_one` now replaces `Matrix.one_mul` because the identity stands to the right of `Vᴴ`. The final `Matrix.mul_assoc` is no longer needed, since `truncate` unfolds to `Vᴴ * H * V`, already bracketed the same way.

The repair, with which the file compiles:

```diff
@@ -18,8 +18,8 @@
       ((θ - a : ℝ) : ℂ) * (star c ⬝ᵥ c) := by
   -- orthonormality turns the shift of `H` into the same shift of `V† H V`
-  have hT : Vᴴ * ((H - (a : ℂ) • (1 : Matrix n n ℂ)) * V) =
+  have hT : Vᴴ * (H - (a : ℂ) • (1 : Matrix n n ℂ)) * V =
       truncate V H - (a : ℂ) • (1 : Matrix m m ℂ) := by
-    rw [Matrix.sub_mul, Matrix.smul_mul, Matrix.one_mul, Matrix.mul_sub, Matrix.mul_smul, hV,
-      truncate, Matrix.mul_assoc]
+    rw [Matrix.mul_sub, Matrix.sub_mul, Matrix.mul_smul, Matrix.mul_one, Matrix.smul_mul, hV,
+      truncate]
   rw [Matrix.star_mulVec, ← Matrix.dotProduct_mulVec, Matrix.mulVec_mulVec,
     Matrix.mulVec_mulVec, hT, Matrix.sub_mulVec, Matrix.smul_mulVec, Matrix.one_mulVec, hc,
```
